# Dropping m − k of m PAW partial waves changes the transformation by rank m − k when the projectors are dual and the wave differences independent

In the projector augmented-wave (PAW) method, an atom with two smooth partial waves $\tilde\varphi_0,\tilde\varphi_1$, all-electron partners $\varphi_0,\varphi_1$ and projectors $p_0,p_1$ obeying $p_i^H\tilde\varphi_j=\delta_{ij}$ turns a smooth orbital into an all-electron one by $T=1+u_0p_0^H+u_1p_1^H$, where $u_i=\varphi_i-\tilde\varphi_i$. Dropping wave 1 removes $u_1p_1^H$, which vanishes on $\tilde\varphi_0$ and has rank one if $u_1\neq0$; the Lean file below treats $m$ waves reduced to $k$ waves or combinations of waves, in a finite basis.

```lean
import Mathlib

open Matrix

namespace PAWTruncation

variable {n m k : Type*} [Fintype n] [Fintype m] [Fintype k]
  [DecidableEq n] [DecidableEq m] [DecidableEq k]

/-- The PAW transformation `1 + (Phi - Phit) Pᴴ` of a dataset whose all-electron partial waves,
smooth partial waves and projectors are the columns of `Phi`, `Phit` and `P`. -/
def pawMap (Phi Phit P : Matrix n m ℂ) : Matrix n n ℂ :=
  1 + (Phi - Phit) * Pᴴ

omit [Fintype k] [DecidableEq n] in
/-- If the projectors are dual to the smooth partial waves and `Nᴴ M = 1`, then the reduced
projectors `P N` are dual to the reduced smooth partial waves `Phit M`. -/
theorem truncated_dual {Phit P : Matrix n m ℂ} {M N : Matrix m k ℂ}
    (hP : Pᴴ * Phit = 1) (hNM : Nᴴ * M = 1) : (P * N)ᴴ * (Phit * M) = 1 := by
  rw [Matrix.conjTranspose_mul, Matrix.mul_assoc, ← Matrix.mul_assoc Pᴴ, hP,
    Matrix.one_mul, hNM]

omit [Fintype n] [DecidableEq m] [DecidableEq k] in
/-- The PAW transformation of the reduced dataset is `1 + U M Nᴴ Pᴴ` with `U = Phi - Phit`. -/
theorem pawMap_truncated (Phi Phit P : Matrix n m ℂ) (M N : Matrix m k ℂ) :
    pawMap (Phi * M) (Phit * M) (P * N) = 1 + (Phi - Phit) * M * Nᴴ * Pᴴ := by
  simp only [pawMap, Matrix.conjTranspose_mul, Matrix.sub_mul, Matrix.mul_assoc]

omit [Fintype n] [DecidableEq k] in
/-- The part of the transformation lost by truncation is `U (1 - M Nᴴ) Pᴴ`
with `U = Phi - Phit`. -/
theorem truncation_error (Phi Phit P : Matrix n m ℂ) (M N : Matrix m k ℂ) :
    pawMap Phi Phit P - pawMap (Phi * M) (Phit * M) (P * N)
      = (Phi - Phit) * (1 - M * Nᴴ) * Pᴴ := by
  simp only [pawMap, Matrix.conjTranspose_mul, Matrix.mul_sub, Matrix.sub_mul,
    Matrix.mul_one, Matrix.mul_assoc]
  abel

/-- For dual projectors and `Nᴴ M = 1`, the range of the truncation error consists of the vectors
`(Phi - Phit) c` whose coefficients satisfy `Nᴴ c = 0`. -/
theorem range_truncation_error (Phi : Matrix n m ℂ) {Phit P : Matrix n m ℂ}
    {M N : Matrix m k ℂ} (hP : Pᴴ * Phit = 1) (hNM : Nᴴ * M = 1) :
    LinearMap.range
        (pawMap Phi Phit P - pawMap (Phi * M) (Phit * M) (P * N)).mulVecLin
      = (LinearMap.ker Nᴴ.mulVecLin).map (Phi - Phit).mulVecLin := by
  have hN0 : Nᴴ * (1 - M * Nᴴ) = 0 := by
    rw [Matrix.mul_sub, Matrix.mul_one, ← Matrix.mul_assoc, hNM, Matrix.one_mul, sub_self]
  rw [truncation_error]
  ext y
  simp only [LinearMap.mem_range, Submodule.mem_map, LinearMap.mem_ker, Matrix.mulVecLin_apply]
  constructor
  · rintro ⟨x, rfl⟩
    refine ⟨(1 - M * Nᴴ) *ᵥ (Pᴴ *ᵥ x), ?_, ?_⟩
    · rw [Matrix.mulVec_mulVec, hN0, Matrix.zero_mulVec]
    · simp only [Matrix.mulVec_mulVec, Matrix.mul_assoc]
  · rintro ⟨c, hc, rfl⟩
    -- the smooth function with coefficients `c` is mapped to `U c`
    have hA : (1 - M * Nᴴ) *ᵥ c = c := by
      rw [Matrix.sub_mulVec, Matrix.one_mulVec, ← Matrix.mulVec_mulVec, hc,
        Matrix.mulVec_zero, sub_zero]
    refine ⟨Phit *ᵥ c, ?_⟩
    rw [Matrix.mulVec_mulVec, Matrix.mul_assoc, hP, Matrix.mul_one,
      ← Matrix.mulVec_mulVec, hA]

/-- If `Phi - Phit` has independent columns and `Nᴴ M = 1`, the full and the truncated
transformation agree on a vector `x` exactly when its projections `Pᴴ x` lie in the column
span of `M`. -/
theorem agree_iff {Phi Phit : Matrix n m ℂ} (P : Matrix n m ℂ) {M N : Matrix m k ℂ}
    (hU : LinearIndependent ℂ (Phi - Phit).col) (hNM : Nᴴ * M = 1) (x : n → ℂ) :
    pawMap Phi Phit P *ᵥ x = pawMap (Phi * M) (Phit * M) (P * N) *ᵥ x
      ↔ ∃ c : k → ℂ, Pᴴ *ᵥ x = M *ᵥ c := by
  rw [← sub_eq_zero, ← Matrix.sub_mulVec, truncation_error]
  constructor
  · intro hx
    have h0 : (Phi - Phit) *ᵥ ((1 - M * Nᴴ) *ᵥ (Pᴴ *ᵥ x)) = (Phi - Phit) *ᵥ 0 := by
      rw [Matrix.mulVec_zero, Matrix.mulVec_mulVec, Matrix.mulVec_mulVec]
      exact hx
    -- independence of the columns removes the factor `U`
    have h1 := Matrix.mulVec_injective_iff.mpr hU h0
    rw [Matrix.sub_mulVec, Matrix.one_mulVec, ← Matrix.mulVec_mulVec, sub_eq_zero] at h1
    exact ⟨_, h1⟩
  · rintro ⟨c, hc⟩
    have hM0 : (1 - M * Nᴴ) * M = 0 := by
      rw [Matrix.sub_mul, Matrix.one_mul, Matrix.mul_assoc, hNM, Matrix.mul_one, sub_self]
    rw [← Matrix.mulVec_mulVec, hc, Matrix.mulVec_mulVec, Matrix.mul_assoc, hM0,
      Matrix.mul_zero, Matrix.zero_mulVec]

/-- Truncating `m` partial waves to `k` combinations: if `Pᴴ Phit = 1`, `Nᴴ M = 1` and
`Phi - Phit` has independent columns, the two PAW transformations agree on the column span of
`Phit M`, and their difference has rank `m - k`. -/
theorem truncation {Phi Phit P : Matrix n m ℂ} {M N : Matrix m k ℂ}
    (hP : Pᴴ * Phit = 1) (hU : LinearIndependent ℂ (Phi - Phit).col) (hNM : Nᴴ * M = 1) :
    (∀ x ∈ LinearMap.range (Phit * M).mulVecLin,
      pawMap Phi Phit P *ᵥ x = pawMap (Phi * M) (Phit * M) (P * N) *ᵥ x) ∧
    (pawMap Phi Phit P - pawMap (Phi * M) (Phit * M) (P * N)).rank + Fintype.card k
      = Fintype.card m := by
  constructor
  · rintro x ⟨c, rfl⟩
    refine (agree_iff P hU hNM _).mpr ⟨c, ?_⟩
    rw [Matrix.mulVecLin_apply, Matrix.mulVec_mulVec, ← Matrix.mul_assoc, hP, Matrix.one_mul]
  · have hinj : Function.Injective (Phi - Phit).mulVecLin :=
      Matrix.mulVec_injective_iff.mpr hU
    have he := (Submodule.equivMapOfInjective _ hinj (LinearMap.ker Nᴴ.mulVecLin)).finrank_eq
    have hs : LinearMap.range Nᴴ.mulVecLin = ⊤ :=
      LinearMap.range_eq_top.mpr fun c => ⟨M *ᵥ c, by
        rw [Matrix.mulVecLin_apply, Matrix.mulVec_mulVec, hNM, Matrix.one_mulVec]⟩
    -- rank-nullity for `Nᴴ`
    have hr := LinearMap.finrank_range_add_finrank_ker Nᴴ.mulVecLin
    rw [hs, finrank_top, Module.finrank_fintype_fun_eq_card,
      Module.finrank_fintype_fun_eq_card] at hr
    rw [Matrix.rank, range_truncation_error Phi hP hNM, ← he]
    omega

/-- The matrix whose columns are the unit vectors labelled by the retained partial waves `e`. -/
def select (e : k ↪ m) : Matrix m k ℂ :=
  (1 : Matrix m m ℂ).submatrix id e

omit [Fintype k] [DecidableEq k] in
/-- Multiplication by the selection matrix keeps the columns labelled by `e`. -/
theorem mul_select {l : Type*} (A : Matrix l m ℂ) (e : k ↪ m) :
    A * select e = A.submatrix id e := by
  ext i a
  simp [select, Matrix.mul_apply, Matrix.one_apply]

/-- Keeping only the partial waves and projectors labelled by `e`, for `Pᴴ Phit = 1` and
independent columns of `Phi - Phit`: the transformation is unchanged on the span of the retained
smooth waves, and the rank of the change is the number of waves dropped. -/
theorem drop_partial_waves {Phi Phit P : Matrix n m ℂ} (hP : Pᴴ * Phit = 1)
    (hU : LinearIndependent ℂ (Phi - Phit).col) (e : k ↪ m) :
    (∀ x ∈ LinearMap.range (Phit.submatrix id e).mulVecLin, pawMap Phi Phit P *ᵥ x
      = pawMap (Phi.submatrix id e) (Phit.submatrix id e) (P.submatrix id e) *ᵥ x) ∧
    (pawMap Phi Phit P - pawMap (Phi.submatrix id e) (Phit.submatrix id e)
      (P.submatrix id e)).rank + Fintype.card k = Fintype.card m := by
  have hS : (select e)ᴴ * select e = 1 := by
    rw [mul_select]
    ext a b
    by_cases h : a = b
    · subst h
      simp [select, Matrix.one_apply]
    · simp [select, h]
  simpa only [mul_select] using truncation hP hU hS

/-- Two partial waves in a three-dimensional space, reduced to one combination with `M ≠ N`,
meet the three hypotheses of the truncation theorem. -/
theorem truncation_witness :
    (!![1, 0; 0, 1; 1, 1] : Matrix (Fin 3) (Fin 2) ℂ)ᴴ *
      (!![1, 0; 0, 1; 0, 0] : Matrix (Fin 3) (Fin 2) ℂ) = 1 ∧
    LinearIndependent ℂ
      ((!![2, 0; 0, 1; 0, 1] : Matrix (Fin 3) (Fin 2) ℂ) -
        (!![1, 0; 0, 1; 0, 0] : Matrix (Fin 3) (Fin 2) ℂ)).col ∧
    (!![1; 0] : Matrix (Fin 2) (Fin 1) ℂ)ᴴ * (!![1; 1] : Matrix (Fin 2) (Fin 1) ℂ) = 1 := by
  refine ⟨?_, ?_, ?_⟩
  · ext i j
    fin_cases i <;> fin_cases j <;> simp [Matrix.mul_apply, Fin.sum_univ_succ]
  · rw [← Matrix.mulVec_injective_iff]
    intro x y h
    have h0 := congrFun h 0
    have h2 := congrFun h 2
    simp only [Matrix.mulVec, dotProduct, Fin.sum_univ_two, Matrix.sub_apply] at h0 h2
    -- the first and third rows of `Phi - Phit` read off the two coefficients
    change ((2 : ℂ) - 1) * x 0 + (0 - 0) * x 1 = (2 - 1) * y 0 + (0 - 0) * y 1 at h0
    change ((0 : ℂ) - 0) * x 0 + (1 - 0) * x 1 = (0 - 0) * y 0 + (1 - 0) * y 1 at h2
    have e0 : x 0 = y 0 := by linear_combination h0
    have e1 : x 1 = y 1 := by linear_combination h2
    funext i
    fin_cases i
    exacts [e0, e1]
  · ext i j
    fin_cases i
    fin_cases j
    simp [Matrix.mul_apply, Fin.sum_univ_succ]

end PAWTruncation
```

```lean
#print axioms PAWTruncation.truncated_dual
-- 'PAWTruncation.truncated_dual' depends on axioms: [propext, Classical.choice, Quot.sound]
#print axioms PAWTruncation.pawMap_truncated
-- 'PAWTruncation.pawMap_truncated' depends on axioms: [propext, Classical.choice, Quot.sound]
#print axioms PAWTruncation.drop_partial_waves
-- 'PAWTruncation.drop_partial_waves' depends on axioms: [propext, Classical.choice, Quot.sound]
```

## From one dropped wave to a general reduction

A PAW dataset holds a limited number of partial waves per atom, and a smaller set is cheaper. The question is which smooth orbitals are still reconstructed as before, and how large the space of changes is.

Collect the all-electron waves, smooth waves and projectors as the columns of matrices $\Phi$, $\tilde\Phi$ and $P$, and put $U=\Phi-\tilde\Phi$. The full transformation is
$$T=1+UP^H .$$
Duality, $P^H\tilde\Phi=1$, means that projecting a smooth partial wave returns exactly its own coefficient, so that $T\tilde\varphi_i=\varphi_i$.

A reduction is given by two $m\times k$ matrices $M$ and $N$ with $N^HM=1$. The new waves are the columns of $\Phi M$ and $\tilde\Phi M$, and the new projectors are the columns of $PN$. They are again dual:
$$(PN)^H\tilde\Phi M=N^H(P^H\tilde\Phi)M=N^HM=1 .$$
The new transformation is
$$T'=1+(\Phi M-\tilde\Phi M)(PN)^H=1+UMN^HP^H ,$$
and subtracting gives
$$D=T-T'=UQP^H,\qquad Q=1-MN^H .$$

Two products control everything that follows:
$$N^HQ=N^H-(N^HM)N^H=0,\qquad QM=M-M(N^HM)=0 .$$

**Where the maps agree.** Let $U$ have independent columns, so that $Uc=0$ forces $c=0$. Then $Dx=0$ is equivalent to $QP^Hx=0$, that is, $P^Hx=M(N^HP^Hx)$. This puts $P^Hx$ in the column span of $M$. Conversely, if $P^Hx=Mc$, then $Dx=UQMc=0$. For $x=\tilde\Phi Mc$, duality gives $P^Hx=Mc$, so the maps agree on every combination of the retained smooth waves.

**What the difference can produce.** Any $Dx$ equals $Uc$ with $c=QP^Hx$, and $N^Hc=0$. In the other direction, take any $c$ with $N^Hc=0$. Then $Qc=c$, and the orbital $x=\tilde\Phi c$ has $P^Hx=c$, so $Dx=UQc=Uc$. The range of $D$ is therefore the image under $U$ of the kernel of $N^H$.

**The rank.** $U$ is injective, so it preserves the dimension of that kernel. $N^H$ maps onto all $k$-component vectors, because $N^H(Mc)=c$. Rank-nullity then gives
$$\operatorname{rank}D=\dim\ker N^H=m-k .$$

Some condition on $U$ is needed for this formula: in the two-wave case with $u_1=0$, dropping wave 1 changes nothing and the rank is zero. Physically, independence says that no nontrivial combination of the smooth waves coincides with the same combination of their all-electron partners.

## The Lean objects as PAW quantities

In the file, `n`, `m` and `k` are finite index types: basis functions, original partial waves and retained combinations. The numbers called $m$ and $k$ above are `Fintype.card m` and `Fintype.card k`; here $k$ has nothing to do with a Bloch wavevector, and $U$ is a difference of waves, not a unitary matrix. `Phit` is $\tilde\Phi$, and `P` contains the projectors usually written with a tilde.

`pawMap Phi Phit P` is $T$. The truncated map is the same function applied to `Phi * M`, `Phit * M` and `P * N`, so its formula is a theorem about the reduced dataset and not a second definition. The symbol `ᴴ` is the conjugate transpose, and `*ᵥ` applies a matrix to a vector. Reading $P^Hx$ as the physical inner products with the projectors presumes coefficients in an orthonormal basis.

The main theorem, `truncation`, has three hypotheses:

- `hP` is the duality of projectors and smooth waves.
- `hU` is the linear independence of the columns of $U$.
- `hNM` is $N^HM=1$.

Its first conclusion is equality of the two maps on the range of `Phit * M`. Its second is that the rank of their difference plus `Fintype.card k` equals `Fintype.card m`. The sum avoids subtraction of natural numbers, which Lean cuts off at zero, and it also shows that $k\le m$. With $k=0$ the truncated map is the identity and the difference has rank $m$.

`agree_iff` gives the full set of agreement, and it needs no duality. That set is in general larger than the span of the retained smooth waves: it also contains every orbital that all the projectors miss.

`drop_partial_waves` is the ordinary case of deleting columns. The embedding `e : k ↪ m` lists the retained waves without repetition, and `submatrix id e` keeps those columns of all three matrices.

If `m` collects the waves of several atoms, `hP` also demands that projectors on one atom give zero on the smooth waves of another. The step left to the user is the passage from functions in space to finite coefficient vectors: the theorems start from matrices and say nothing about how well a basis represents the all-electron waves.

## Removing a channel from a dataset

Take an atom with two radial channels for $s$ and two for $p$. Counting magnetic quantum numbers, it has $m=2+2\cdot3=8$ partial waves. Removing the second $p$ channel leaves $k=5$, and under the hypotheses the transformation changes by a matrix of rank three.

During the calculation the code evaluates the projections $c_i=p_i^Hx$ for each smooth orbital $x$. If the retained projectors are left as they were, the reconstructed orbital loses
$$Dx=\sum_{i\ \text{dropped}}u_i\,c_i ,$$
so the loss is zero exactly when all three dropped projections vanish. This compares two reconstructions of the same smooth orbital; in a self-consistent run the Hamiltonian and overlap change too, and the smooth orbitals move with them.

The case $M\ne N$ arises when the projectors are rebuilt. Suppose that $p_0,p_1$ were obtained as dual combinations of two fixed functions, and that the smaller dataset uses a multiple of the first function alone, scaled to be dual to $\tilde\varphi_0$. The new projector is then $p_0+a\,p_1$ for some number $a$, which corresponds to $M=(1,0)^T$ and $N=(1,a)^T$. The difference becomes $(u_1-\bar a\,u_0)p_1^H$, again of rank one when $u_0,u_1$ are independent.

For electronic-structure work, the result counts the independent directions in which a finite-basis PAW reconstruction can change under such a reduction; it does not bound the size of the change or the resulting error in the energy.

## How Lean reaches the rank

`truncated_dual` and `pawMap_truncated` establish that the reduced dataset is dual and that its map is $1+UMN^HP^H$. They justify the model, and the later proofs do not call them. `truncation_error` expands both maps and collects terms to obtain $D=UQP^H$.

`range_truncation_error` proves the two inclusions for the range. The auxiliary statement `hN0` is $N^HQ=0$. The first direction supplies the coefficients $QP^Hx$; the second supplies the orbital `Phit *ᵥ c`, with `hA` recording $Qc=c$.

In `agree_iff`, equality of the maps is rewritten as $Dx=0$. The forward direction cancels $U$ through `Matrix.mulVec_injective_iff`, which translates independent columns into injectivity. The backward direction uses `hM0`, which is $QM=0$.

The first half of `truncation` feeds $x=\tilde\Phi Mc$ to `agree_iff`. For the second half, `Submodule.equivMapOfInjective` shows that $U$ preserves the dimension of the kernel of $N^H$, `hs` proves that $N^H$ is surjective with `M *ᵥ c` as the preimage of `c`, and `hr` is rank-nullity. After the range has been substituted, `omega` combines the integer equations.

For deleted columns, `select e` consists of unit vectors. `mul_select` shows that multiplying by it keeps the chosen columns, and `hS` shows that those unit vectors are orthonormal. `drop_partial_waves` is then `truncation` with both $M$ and $N$ equal to `select e`.

`truncation_witness` checks the three hypotheses on a concrete dataset with three basis functions, two waves and one retained combination, with $M=(1,1)^T$ and $N=(1,0)^T$. Independence follows from rows 0 and 2 of $U$, which read off the two coefficients. Here $D=u_1(p_1-p_0)^H$: it has rank one and vanishes on the retained wave $\tilde\varphi_0+\tilde\varphi_1$.
